# Fierz identities j·j = S² + P², k·k = −j·j, j·k = 0 for Dirac spinors in ℂ⁴

## Physical setting

To turn the current j^μ = ψ̄γ^μψ of a four-component spinor into a local four-velocity, one divides it by √(j·j). This step needs j·j to be real and positive, and the identity j·j = S² + P² says when it is: j·j is never negative, and it vanishes exactly where the scalar and pseudoscalar densities both vanish. Because they hold for the value of a four-component spinor at each point, the three identities could be used as a pointwise check on bilinears computed from a single spinor; they need not hold for densities summed over orbitals. The Fierz identities in full relate all sixteen bilinears, including the tensor ψ̄σ^{μν}ψ; only the three relations among S, P, j and k are proved here.

## Statement

Take signature (+,−,−,−), the Dirac representation, γ⁵ = iγ⁰γ¹γ²γ³ and φ̄ = φ†γ⁰. For φ, ψ ∈ ℂ⁴ define

S = φ̄ψ,  P = iφ̄γ⁵ψ,  j^μ = φ̄γ^μψ,  k^μ = φ̄γ^μγ⁵ψ.

Then, for every pair φ, ψ,

j·j = S² + P²,  k·k = −j·j,  j·k = 0.

For φ = ψ all ten numbers are real, j⁰ = Σ|ψ_i|², j·j ≥ 0 and k·k ≤ 0, and j·j = 0 holds if and only if S = P = 0. A spinor with γ⁵ψ = ±ψ has S = P = 0 and j·j = 0.

## Derivation

Split the row φ̄ = (α, β) and the column ψ = (u, v) into upper and lower pairs. In block form γ⁰ = diag(1, −1), γ^i has σ^i at upper right and −σ^i at lower left, and γ⁵ exchanges u and v. With αu denoting row times column,

S = αu + βv,  P = i(αv + βu),

j⁰ = αu − βv,  j^i = ασ^i v − βσ^i u,

k⁰ = αv − βu,  k^i = ασ^i u − βσ^i v.

Set A = α − β, B = α + β, x = u + v, y = u − v. The sum and the difference of the currents factorise:

R = j + k = (Ax, Aσx),  L = j − k = (By, −Bσy).

One identity for Pauli matrices is needed. With p = A₁x₂, q = A₂x₁, p′ = B₁y₂, q′ = B₂y₁, and using i² = −1 in the σ² term,

(Aσ¹x)(Bσ¹y) + (Aσ²x)(Bσ²y) = (p + q)(p′ + q′) − (q − p)(q′ − p′) = 2(pq′ + qp′),

(Aσ³x)(Bσ³y) + (Ax)(By) = 2(A₁x₁B₁y₁ + A₂x₂B₂y₂).

The right-hand sides add up to the four terms of 2(Ay)(Bx), so

Σ_i (Aσ^i x)(Bσ^i y) = 2(Ay)(Bx) − (Ax)(By).

This holds for arbitrary rows and columns. Using it with both rows and both columns equal gives the first two products below, and using it as it stands gives the third:

R·R = (Ax)² − [2(Ax)² − (Ax)²] = 0,  L·L = 0,

R·L = (Ax)(By) + Σ_i (Aσ^i x)(Bσ^i y) = 2(Ay)(Bx).

Since j = (R + L)/2 and k = (R − L)/2,

j·j = R·L/2,  k·k = −R·L/2,  j·k = (R·R − L·L)/4 = 0.

Finally αv + βu = −iP, hence

Ay = S − (αv + βu) = S + iP,  Bx = S + (αv + βu) = S − iP,

j·j = (S + iP)(S − iP) = S² + P².

For φ = ψ one has α = u† and β = −v†, so

S = u†u − v†v,  P = −2 Im(u†v),  j⁰ = u†u + v†v,  j^i = 2 Re(u†σ^i v),

k⁰ = 2 Re(u†v),  k^i = u†σ^i u + v†σ^i v.

All are real because the σ^i are Hermitian. A sum of two real squares is non-negative and vanishes only when both terms do, which gives the signs of j·j and k·k and the criterion for a null current. If γ⁵ψ = ±ψ then v = ±u, so S = 0 and u†v is real, making P = 0.

## What the formal version assumes

`Spinor` is `Fin 4 → ℂ`, the value of a wave function at one point, with commuting components numbered 0 to 3. `gamma` lists four explicit matrices, and `gamma5` is defined by the product, not by its block form. `diracAdjoint ψ` is `star ψ ᵥ* gamma 0`. In `scalarDensity`, `pseudoscalarDensity`, `vectorCurrent` and `axialCurrent` the first argument is the barred spinor; the factor i in P and the order γ^μγ⁵ in k are fixed there. `minkowski` takes upper-index components and is bilinear, without complex conjugation, over any commutative ring, so it serves both ℂ and ℝ.

`fierz` has no hypotheses and states the three identities in ℂ. `fierz_real` states them in ℝ for the real parts, `reVec` and `.re`, and `bilinears_real` shows that nothing is lost in taking them. `chiral_current_null` has the single hypothesis `gamma5 *ᵥ ψ = ψ ∨ gamma5 *ᵥ ψ = -ψ`.

The Dirac equation, Lorentz covariance of the bilinears, other representations of the γ^μ and anticommuting field operators are not treated. Three limiting examples follow, checked by hand and absent from the Lean file. The null criterion can fail when φ ≠ ψ: for φ = (1,0,0,0) and ψ = (1,0,1,0) one finds j = (1,0,0,1), null, with S = 1 and P = i. Summed bilinears can violate the identities: (1,0,1,0) and (0,1,0,1) each have S = P = 0, while their currents (2,0,0,2) and (2,0,0,−2) add to a vector with j·j = 16. Chirality is sufficient for a null current but not necessary: (1,0,0,1) has S = P = 0 and is no eigenvector of γ⁵.

```lean
import Mathlib

open Matrix Complex ComplexConjugate

namespace DiracFierz

noncomputable section

/-- A Dirac spinor: four complex components. -/
abbrev Spinor := Fin 4 → ℂ

/-- The matrices `γ^μ` in the Dirac representation. -/
def gamma : Fin 4 → Matrix (Fin 4) (Fin 4) ℂ :=
  ![!![1, 0, 0, 0; 0, 1, 0, 0; 0, 0, -1, 0; 0, 0, 0, -1],
    !![0, 0, 0, 1; 0, 0, 1, 0; 0, -1, 0, 0; -1, 0, 0, 0],
    !![0, 0, 0, -I; 0, 0, I, 0; 0, I, 0, 0; -I, 0, 0, 0],
    !![0, 0, 1, 0; 0, 0, 0, -1; -1, 0, 0, 0; 0, 1, 0, 0]]

/-- The chirality matrix `γ⁵ = i γ⁰ γ¹ γ² γ³`. -/
def gamma5 : Matrix (Fin 4) (Fin 4) ℂ := I • (gamma 0 * gamma 1 * gamma 2 * gamma 3)

/-- The Minkowski product of two four-vectors in signature `(+,-,-,-)`. -/
def minkowski {R : Type*} [CommRing R] (u v : Fin 4 → R) : R :=
  u 0 * v 0 - u 1 * v 1 - u 2 * v 2 - u 3 * v 3

/-- The contraction `p_μ γ^μ` of a four-vector with the gamma matrices. -/
def slash (p : Fin 4 → ℂ) : Matrix (Fin 4) (Fin 4) ℂ :=
  p 0 • gamma 0 - p 1 • gamma 1 - p 2 • gamma 2 - p 3 • gamma 3

/-- The Dirac adjoint, the row spinor `ψ† γ⁰`. -/
def diracAdjoint (ψ : Spinor) : Spinor := star ψ ᵥ* gamma 0

/-- The scalar bilinear `S = φbar ψ`. -/
def scalarDensity (φ ψ : Spinor) : ℂ := diracAdjoint φ ⬝ᵥ ψ

/-- The pseudoscalar bilinear `P = i φbar γ⁵ ψ`. -/
def pseudoscalarDensity (φ ψ : Spinor) : ℂ := I * (diracAdjoint φ ⬝ᵥ (gamma5 *ᵥ ψ))

/-- The vector bilinear `j^μ = φbar γ^μ ψ`. -/
def vectorCurrent (φ ψ : Spinor) (μ : Fin 4) : ℂ := diracAdjoint φ ⬝ᵥ (gamma μ *ᵥ ψ)

/-- The axial-vector bilinear `k^μ = φbar γ^μ γ⁵ ψ`. -/
def axialCurrent (φ ψ : Spinor) (μ : Fin 4) : ℂ :=
  diracAdjoint φ ⬝ᵥ ((gamma μ * gamma5) *ᵥ ψ)

/-- The componentwise real part of a complex four-vector. -/
def reVec (u : Fin 4 → ℂ) (μ : Fin 4) : ℝ := (u μ).re

/-- Clifford relation in contracted form: the anticommutator of `p_μ γ^μ` and `q_ν γ^ν`
is `2 p·q` times the unit matrix. -/
theorem slash_anticomm (p q : Fin 4 → ℂ) :
    slash p * slash q + slash q * slash p
      = (2 * minkowski p q) • (1 : Matrix (Fin 4) (Fin 4) ℂ) := by
  -- explicit form of the slashed vector
  have hs : ∀ r : Fin 4 → ℂ, slash r =
      !![r 0, 0, -r 3, -r 1 + r 2 * I;
         0, r 0, -r 1 - r 2 * I, r 3;
         r 3, r 1 - r 2 * I, -r 0, 0;
         r 1 + r 2 * I, -r 3, 0, -r 0] := by
    intro r
    ext i j
    simp only [slash, Matrix.sub_apply, Matrix.smul_apply, smul_eq_mul]
    fin_cases i <;> fin_cases j <;> simp [gamma]
  rw [hs p, hs q]
  ext i j
  simp only [Matrix.add_apply, Matrix.mul_apply, Matrix.smul_apply, Fin.sum_univ_four,
    smul_eq_mul]
  -- only the diagonal entries need `i² = -1`
  fin_cases i <;> fin_cases j <;> simp [minkowski] <;>
    first
      | ring1
      | linear_combination (2 * p 2 * q 2) * Complex.I_sq

/-- In the Dirac representation `γ⁵` has unit blocks off the diagonal and zero blocks on it. -/
theorem gamma5_eq : gamma5 = !![0, 0, 1, 0; 0, 0, 0, 1; 1, 0, 0, 0; 0, 1, 0, 0] := by
  have h01 : gamma 0 * gamma 1 = !![0, 0, 0, 1; 0, 0, 1, 0; 0, 1, 0, 0; 1, 0, 0, 0] := by
    ext i j
    simp only [Matrix.mul_apply, Fin.sum_univ_four]
    fin_cases i <;> fin_cases j <;> simp [gamma]
  have h23 : gamma 2 * gamma 3
      = !![0, -I, 0, 0; -I, 0, 0, 0; 0, 0, 0, -I; 0, 0, -I, 0] := by
    ext i j
    simp only [Matrix.mul_apply, Fin.sum_univ_four]
    fin_cases i <;> fin_cases j <;> simp [gamma]
  rw [gamma5, Matrix.mul_assoc (gamma 0 * gamma 1), h01, h23]
  ext i j
  simp only [Matrix.smul_apply, Matrix.mul_apply, Fin.sum_univ_four, smul_eq_mul]
  fin_cases i <;> fin_cases j <;> simp

/-- `γ⁵` exchanges the upper and the lower pair of spinor components. -/
theorem gamma5_mulVec (ψ : Spinor) : gamma5 *ᵥ ψ = ![ψ 2, ψ 3, ψ 0, ψ 1] := by
  rw [gamma5_eq]
  funext i
  simp only [Matrix.mulVec, dotProduct, Fin.sum_univ_four]
  fin_cases i <;> simp

/-- The Dirac adjoint conjugates all components and flips the sign of the lower pair. -/
theorem diracAdjoint_components (ψ : Spinor) :
    diracAdjoint ψ 0 = conj (ψ 0) ∧ diracAdjoint ψ 1 = conj (ψ 1) ∧
    diracAdjoint ψ 2 = -conj (ψ 2) ∧ diracAdjoint ψ 3 = -conj (ψ 3) := by
  refine ⟨?_, ?_, ?_, ?_⟩
  all_goals
    simp only [diracAdjoint, Matrix.vecMul, dotProduct, Fin.sum_univ_four]
    simp [gamma]

/-- The bilinears `S`, `P`, `j^μ`, `k^μ` written out in the components of the row spinor
`a = φbar` and of `ψ`. -/
theorem bilinear_components (φ ψ a : Spinor) (ha : diracAdjoint φ = a) :
    scalarDensity φ ψ = a 0 * ψ 0 + a 1 * ψ 1 + a 2 * ψ 2 + a 3 * ψ 3 ∧
    pseudoscalarDensity φ ψ = I * (a 0 * ψ 2 + a 1 * ψ 3 + a 2 * ψ 0 + a 3 * ψ 1) ∧
    vectorCurrent φ ψ 0 = a 0 * ψ 0 + a 1 * ψ 1 - a 2 * ψ 2 - a 3 * ψ 3 ∧
    vectorCurrent φ ψ 1 = a 0 * ψ 3 + a 1 * ψ 2 - a 2 * ψ 1 - a 3 * ψ 0 ∧
    vectorCurrent φ ψ 2 = I * (-(a 0 * ψ 3) + a 1 * ψ 2 + a 2 * ψ 1 - a 3 * ψ 0) ∧
    vectorCurrent φ ψ 3 = a 0 * ψ 2 - a 1 * ψ 3 - a 2 * ψ 0 + a 3 * ψ 1 ∧
    axialCurrent φ ψ 0 = a 0 * ψ 2 + a 1 * ψ 3 - a 2 * ψ 0 - a 3 * ψ 1 ∧
    axialCurrent φ ψ 1 = a 0 * ψ 1 + a 1 * ψ 0 - a 2 * ψ 3 - a 3 * ψ 2 ∧
    axialCurrent φ ψ 2 = I * (-(a 0 * ψ 1) + a 1 * ψ 0 + a 2 * ψ 3 - a 3 * ψ 2) ∧
    axialCurrent φ ψ 3 = a 0 * ψ 0 - a 1 * ψ 1 - a 2 * ψ 2 + a 3 * ψ 3 := by
  -- let `γ⁵` act on `ψ` first
  have hk : ∀ μ, axialCurrent φ ψ μ = a ⬝ᵥ (gamma μ *ᵥ ![ψ 2, ψ 3, ψ 0, ψ 1]) := by
    intro μ
    rw [axialCurrent, ha, ← Matrix.mulVec_mulVec, gamma5_mulVec]
  refine ⟨?_, ?_, ?_, ?_, ?_, ?_, ?_, ?_, ?_, ?_⟩
  · simp only [scalarDensity, ha, dotProduct, Fin.sum_univ_four]
  all_goals
    simp only [hk, pseudoscalarDensity, vectorCurrent, ha, gamma5_mulVec]
    simp only [dotProduct, Matrix.mulVec, Fin.sum_univ_four]
    simp [gamma] <;> ring

/-- Fierz identities for the bilinears of any two spinors `φ`, `ψ`:
`j·j = S² + P²`, `k·k = -j·j` and `j·k = 0`. -/
theorem fierz (φ ψ : Spinor) :
    minkowski (vectorCurrent φ ψ) (vectorCurrent φ ψ)
      = scalarDensity φ ψ ^ 2 + pseudoscalarDensity φ ψ ^ 2 ∧
    minkowski (axialCurrent φ ψ) (axialCurrent φ ψ)
      = -minkowski (vectorCurrent φ ψ) (vectorCurrent φ ψ) ∧
    minkowski (vectorCurrent φ ψ) (axialCurrent φ ψ) = 0 := by
  obtain ⟨a, ha⟩ : ∃ a, diracAdjoint φ = a := ⟨_, rfl⟩
  obtain ⟨hS, hP, j0, j1, j2, j3, k0, k1, k2, k3⟩ := bilinear_components φ ψ a ha
  simp only [minkowski, hS, hP, j0, j1, j2, j3, k0, k1, k2, k3]
  -- polynomial identities in the eight components, modulo `i² = -1`
  refine ⟨?_, ?_, ?_⟩
  · linear_combination (-(-(a 0 * ψ 3) + a 1 * ψ 2 + a 2 * ψ 1 - a 3 * ψ 0) ^ 2
      - (a 0 * ψ 2 + a 1 * ψ 3 + a 2 * ψ 0 + a 3 * ψ 1) ^ 2) * Complex.I_sq
  · linear_combination (-(-(a 0 * ψ 3) + a 1 * ψ 2 + a 2 * ψ 1 - a 3 * ψ 0) ^ 2
      - (-(a 0 * ψ 1) + a 1 * ψ 0 + a 2 * ψ 3 - a 3 * ψ 2) ^ 2) * Complex.I_sq
  · linear_combination (-((-(a 0 * ψ 3) + a 1 * ψ 2 + a 2 * ψ 1 - a 3 * ψ 0)
      * (-(a 0 * ψ 1) + a 1 * ψ 0 + a 2 * ψ 3 - a 3 * ψ 2))) * Complex.I_sq

/-- For a single spinor the bilinears `S`, `P`, `j^μ` and `k^μ` are all real. -/
theorem bilinears_real (ψ : Spinor) :
    (scalarDensity ψ ψ).im = 0 ∧ (pseudoscalarDensity ψ ψ).im = 0 ∧
    (∀ μ, (vectorCurrent ψ ψ μ).im = 0) ∧ (∀ μ, (axialCurrent ψ ψ μ).im = 0) := by
  obtain ⟨a0, a1, a2, a3⟩ := diracAdjoint_components ψ
  obtain ⟨hS, hP, j0, j1, j2, j3, k0, k1, k2, k3⟩ := bilinear_components ψ ψ _ rfl
  have hμ : ∀ μ : Fin 4, μ = 0 ∨ μ = 1 ∨ μ = 2 ∨ μ = 3 := by decide
  refine ⟨?_, ?_, fun μ => ?_, fun μ => ?_⟩
  all_goals
    try rcases hμ μ with rfl | rfl | rfl | rfl
    all_goals
      simp only [hS, hP, j0, j1, j2, j3, k0, k1, k2, k3, a0, a1, a2, a3,
        Complex.add_im, Complex.sub_im, Complex.mul_im, Complex.neg_im,
        Complex.add_re, Complex.sub_re, Complex.mul_re, Complex.neg_re,
        Complex.conj_re, Complex.conj_im, Complex.I_re, Complex.I_im]
      ring

/-- Fierz identities for a single spinor as identities between real numbers:
`j·j = S² + P²`, `k·k = -j·j` and `j·k = 0`. -/
theorem fierz_real (ψ : Spinor) :
    minkowski (reVec (vectorCurrent ψ ψ)) (reVec (vectorCurrent ψ ψ))
      = (scalarDensity ψ ψ).re ^ 2 + (pseudoscalarDensity ψ ψ).re ^ 2 ∧
    minkowski (reVec (axialCurrent ψ ψ)) (reVec (axialCurrent ψ ψ))
      = -minkowski (reVec (vectorCurrent ψ ψ)) (reVec (vectorCurrent ψ ψ)) ∧
    minkowski (reVec (vectorCurrent ψ ψ)) (reVec (axialCurrent ψ ψ)) = 0 := by
  obtain ⟨hS, hP, hj, hk⟩ := bilinears_real ψ
  obtain ⟨f1, f2, f3⟩ := fierz ψ ψ
  -- real parts of the complex identities, with all imaginary parts set to zero
  have h1 := congrArg Complex.re f1
  have h2 := congrArg Complex.re f2
  have h3 := congrArg Complex.re f3
  simp only [minkowski, sq, Complex.sub_re, Complex.add_re, Complex.mul_re, Complex.neg_re,
    Complex.zero_re, hS, hP, hj, hk] at h1 h2 h3
  simp only [minkowski, reVec]
  refine ⟨?_, ?_, ?_⟩
  · linear_combination h1
  · linear_combination h2
  · linear_combination h3

/-- For a single spinor `j⁰ = ∑ |ψ_i|²`, the vector current has `j·j ≥ 0` and the axial
current has `k·k ≤ 0`. -/
theorem current_causal (ψ : Spinor) :
    reVec (vectorCurrent ψ ψ) 0 = ∑ i, ‖ψ i‖ ^ 2 ∧
    0 ≤ minkowski (reVec (vectorCurrent ψ ψ)) (reVec (vectorCurrent ψ ψ)) ∧
    minkowski (reVec (axialCurrent ψ ψ)) (reVec (axialCurrent ψ ψ)) ≤ 0 := by
  obtain ⟨f1, f2, -⟩ := fierz_real ψ
  have hj : 0 ≤ minkowski (reVec (vectorCurrent ψ ψ)) (reVec (vectorCurrent ψ ψ)) := by
    rw [f1]
    positivity
  refine ⟨?_, hj, by linarith⟩
  obtain ⟨a0, a1, a2, a3⟩ := diracAdjoint_components ψ
  obtain ⟨-, -, j0, -⟩ := bilinear_components ψ ψ _ rfl
  simp only [reVec, j0, a0, a1, a2, a3, Fin.sum_univ_four, Complex.sq_norm,
    Complex.normSq_apply, Complex.add_re, Complex.sub_re, Complex.mul_re, Complex.neg_re,
    Complex.neg_im, Complex.conj_re, Complex.conj_im]
  ring

/-- The vector current of a spinor is null, `j·j = 0`, exactly when `S` and `P` both vanish. -/
theorem current_null_iff (ψ : Spinor) :
    minkowski (reVec (vectorCurrent ψ ψ)) (reVec (vectorCurrent ψ ψ)) = 0 ↔
      scalarDensity ψ ψ = 0 ∧ pseudoscalarDensity ψ ψ = 0 := by
  obtain ⟨hS, hP, -, -⟩ := bilinears_real ψ
  rw [(fierz_real ψ).1]
  constructor
  · intro h
    -- a vanishing sum of two real squares
    have s2 : (scalarDensity ψ ψ).re ^ 2 = 0 := by
      linarith [sq_nonneg (scalarDensity ψ ψ).re, sq_nonneg (pseudoscalarDensity ψ ψ).re]
    have p2 : (pseudoscalarDensity ψ ψ).re ^ 2 = 0 := by linarith
    have hs : (scalarDensity ψ ψ).re = 0 := (pow_eq_zero_iff two_ne_zero).mp s2
    have hp : (pseudoscalarDensity ψ ψ).re = 0 := (pow_eq_zero_iff two_ne_zero).mp p2
    constructor
    · apply Complex.ext <;> simp [hs, hS]
    · apply Complex.ext <;> simp [hp, hP]
  · rintro ⟨h1, h2⟩
    simp [h1, h2]

/-- A spinor of definite chirality, `γ⁵ ψ = ± ψ`, has `S = 0`, `P = 0` and a null vector
current. -/
theorem chiral_current_null (ψ : Spinor) (h : gamma5 *ᵥ ψ = ψ ∨ gamma5 *ᵥ ψ = -ψ) :
    scalarDensity ψ ψ = 0 ∧ pseudoscalarDensity ψ ψ = 0 ∧
    minkowski (reVec (vectorCurrent ψ ψ)) (reVec (vectorCurrent ψ ψ)) = 0 := by
  obtain ⟨a0, a1, a2, a3⟩ := diracAdjoint_components ψ
  obtain ⟨hS, hP, -⟩ := bilinear_components ψ ψ _ rfl
  have hSP : scalarDensity ψ ψ = 0 ∧ pseudoscalarDensity ψ ψ = 0 := by
    rw [gamma5_mulVec] at h
    -- the lower pair of components equals plus or minus the upper pair
    rcases h with h | h
    · have h2 : ψ 2 = ψ 0 := by simpa using congrFun h 0
      have h3 : ψ 3 = ψ 1 := by simpa using congrFun h 1
      constructor <;> simp only [hS, hP, a0, a1, a2, a3, h2, h3] <;> ring
    · have h2 : ψ 2 = -ψ 0 := by simpa using congrFun h 0
      have h3 : ψ 3 = -ψ 1 := by simpa using congrFun h 1
      constructor <;> simp only [hS, hP, a0, a1, a2, a3, h2, h3, map_neg] <;> ring
  exact ⟨hSP.1, hSP.2, (current_null_iff ψ).mpr hSP⟩

/-- The spinor `(1, 0, 1, 0)` satisfies `γ⁵ ψ = ψ` and has `j⁰ = 2`. -/
theorem chiral_witness :
    gamma5 *ᵥ (![1, 0, 1, 0] : Spinor) = ![1, 0, 1, 0] ∧
    vectorCurrent ![1, 0, 1, 0] ![1, 0, 1, 0] 0 = 2 := by
  constructor
  · rw [gamma5_mulVec]
    funext i
    fin_cases i <;> simp
  · obtain ⟨a0, a1, a2, a3⟩ := diracAdjoint_components ![1, 0, 1, 0]
    obtain ⟨-, -, j0, -⟩ := bilinear_components ![1, 0, 1, 0] ![1, 0, 1, 0] _ rfl
    rw [j0, a0, a1, a2, a3]
    simp
    norm_num

end

end DiracFierz
```
```lean
#print axioms DiracFierz.slash_anticomm
#print axioms DiracFierz.fierz_real
#print axioms DiracFierz.current_causal
#print axioms DiracFierz.chiral_current_null
```

```
'DiracFierz.slash_anticomm' depends on axioms: [propext, Classical.choice, Quot.sound]
'DiracFierz.fierz_real' depends on axioms: [propext, Classical.choice, Quot.sound]
'DiracFierz.current_causal' depends on axioms: [propext, Classical.choice, Quot.sound]
'DiracFierz.chiral_current_null' depends on axioms: [propext, Classical.choice, Quot.sound]
```

## Notes on the proof

`slash_anticomm` proves {p̸, q̸} = 2(p·q)·1 for all complex four-vectors p and q, where p̸ = p_μγ^μ, by writing `slash r` as an explicit matrix and comparing sixteen entries. No later theorem uses it; it confirms that the matrices in `gamma` satisfy the Clifford relation for the metric in `minkowski`.

`gamma5_eq` multiplies γ⁰γ¹ and γ²γ³ separately and then together to reach the block form, `gamma5_mulVec` reads off the exchange of u and v, and `diracAdjoint_components` is α = u†, β = −v† in components. `bilinear_components` gives the block formulas at the start of the derivation, with the Pauli matrices written out and the row φ̄ named `a`.

`fierz` treats the four entries of `a` as independent of ψ, as the hand derivation does, but it does not introduce R, L or the Pauli identity. It substitutes the ten component formulas and checks each identity as a polynomial in eight variables. The unit i appears only as the prefactor of P, j² and k² (the μ = 2 components). Each `linear_combination` therefore needs `Complex.I_sq` once, multiplied by minus the brackets that carry a factor i²: the squared brackets of j² and P in the first identity, those of j² and k² in the second, and the product of the j² and k² brackets in the third.

`bilinears_real` expands each imaginary part in the real and imaginary parts of ψ_i and finds zero. `fierz_real` applies `Complex.re` to the three equations of `fierz ψ ψ` and drops the products of imaginary parts. `current_causal` gets j·j ≥ 0 from the sum of squares, k·k ≤ 0 from the second identity, and j⁰ from the component formula. `current_null_iff` shows each real square is zero and joins this to the vanishing imaginary parts to obtain S = 0 and P = 0 in ℂ. `chiral_current_null` extracts v = u or v = −u from components 0 and 1 of the hypothesis, evaluates S and P, and applies `current_null_iff`. `chiral_witness` shows that (1,0,1,0) satisfies γ⁵ψ = ψ with j⁰ = 2, so a null current need not be the zero vector.
